# In the large-ball limit, non-overlapping equal spheres on a lattice fill the per-cell packing fraction

## Does one unit cell speak for the whole crystal?

Let $A$ be an invertible real $n\times n$ matrix whose columns are the edges of a primitive unit cell, so that the lattice sites are the points $Am$ with $m\in\mathbb Z^n$. I compute packing fractions by dividing the volume of one sphere by the cell volume $|\det A|$. This presumes that a large ball of radius $R$ holds one site per cell volume, up to a surface error that becomes negligible. I'd like to see that made rigorous and machine-checked, and carried through to the fraction of space that the spheres actually fill.

## Comparing sites with unit cubes

Write $\|\cdot\|$ for the Euclidean norm, $B(R)$ for the closed ball of radius $R$ about the origin, $V(R)$ for its volume, and $N(R)$ for the number of $m\in\mathbb Z^n$ with $\|Am\|\le R$. Let $a_j$ be the $j$-th column of $A$ and $D=\sum_j\|a_j\|$ the sum of the edge lengths. A vector $x\in\mathbb R^n$ of fractional coordinates stands for the point $Ax$.

**The count is finite.** Since $m=A^{-1}(Am)$, every site in $B(R)$ satisfies
$$|m_i|\le\sum_j|(A^{-1})_{ij}|\,|(Am)_j|\le R\sum_j|(A^{-1})_{ij}|,$$
which leaves finitely many integer vectors.

**A cell has bounded extent.** Attach to each $m$ the half-open cube $Q_m=\prod_i[m_i,m_i+1)$. If $x\in Q_m$, then $u=x-m$ has entries in $[0,1)$, and
$$\|Ax-Am\|=\Big\|\sum_j u_ja_j\Big\|\le\sum_j|u_j|\,\|a_j\|\le D.$$

**Volumes bound the count.** Let $E_R=\{x:\|Ax\|\le R\}$. The map $x\mapsto Ax$ multiplies volumes by $|\det A|$, so $E_R$ has volume $V(R)/|\det A|$. Let $U_R$ be the union of the cubes $Q_m$ with $\|Am\|\le R$. These cubes are disjoint and have unit volume, so $U_R$ has volume $N(R)$.

Every $x$ lies in the cube labelled by its componentwise floor. If $x\in E_{R-D}$, that cube's site is within $R$ of the origin. Conversely, a point of $U_R$ is at most $D$ from a site in $B(R)$. Hence $E_{R-D}\subseteq U_R\subseteq E_{R+D}$, and
$$\frac{V(R-D)}{|\det A|}\le N(R)\le\frac{V(R+D)}{|\det A|}.$$

**The surface error vanishes.** For fixed $c$ and $R>\max(0,-c)$,
$$\frac{V(R+c)}{V(R)}=\Big(1+\frac cR\Big)^n\longrightarrow1.$$
Applying the bounds at radius $R+c$ and dividing by $V(R)$ squeezes $N(R+c)/V(R)$ to $1/|\det A|$. The case $c=0$ is the site density.

**From sites to spheres.** Put an open ball of radius $r$ and volume $v_r$ on every site, with distinct sites at least $2r$ apart. Let $F(R)$ be the volume of the part of $B(R)$ that these balls fill. Balls centred within $R-r$ lie inside $B(R)$, and any ball that meets $B(R)$ is centred within $R+r$. The balls are disjoint, so
$$N(R-r)\,v_r\le F(R)\le N(R+r)\,v_r.$$
Dividing by $V(R)$ and using the shifted density with $c=\mp r$ gives $F(R)/V(R)\to v_r/|\det A|$.

## What the theorems say about a crystal

`Space n` is $n$-dimensional Euclidean space, `position A x` is $Ax$, and `site A m` is the same point for integer coordinates. `siteCount A R` is $N(R)$, `cellSpan A` is $D$, and `packing A r` is the union of the open balls. `volume.real` is Lebesgue volume as a real number, and `Tendsto … atTop` expresses the limit $R\to\infty$.

`site_density` states that $N(R)/V(R)\to1/|\det A|$. Its only hypothesis, `A.det ≠ 0`, says that the cell edges are linearly independent, so that the cell has non-zero volume. The dimension is arbitrary, and $n=0$ is allowed.

`packing_fraction` states that $F(R)/V(R)\to v_r/|\det A|$. It also assumes `hsep`, the hard-sphere condition that distinct sites are at least $2r$ apart; touching spheres are permitted. This has to be established for each lattice and radius. `packing_fraction_witness` does so for the hypercubic lattice with unit edge and $r=1/2$.

The model has one sphere per cell, all of equal size, and large balls centred on a site. Structures with several atoms per primitive cell, such as diamond, are not covered, and neither theorem singles out a densest packing.

In electronic structure, taking primitive vectors of the reciprocal lattice as the columns of $A$ turns `site_density` into the leading count of plane waves below a large kinetic-energy cutoff, for a fixed periodic cell at zero crystal momentum.

```lean
import Mathlib

open Filter Topology MeasureTheory Metric Matrix

namespace LatticePackingDensity

noncomputable section

/-- Euclidean space of dimension `n`. -/
abbrev Space (n : ℕ) := EuclideanSpace ℝ (Fin n)

variable {n : ℕ} {A : Matrix (Fin n) (Fin n) ℝ}

/-- The point of space with fractional coordinates `x`; the columns of `A` are the cell edges. -/
def position (A : Matrix (Fin n) (Fin n) ℝ) (x : Fin n → ℝ) : Space n :=
  WithLp.toLp 2 (A *ᵥ x)

/-- The lattice site labelled by the integer vector `m`. -/
def site (A : Matrix (Fin n) (Fin n) ℝ) (m : Fin n → ℤ) : Space n :=
  position A (fun i => (m i : ℝ))

/-- The number of lattice sites within distance `R` of the origin. -/
def siteCount (A : Matrix (Fin n) (Fin n) ℝ) (R : ℝ) : ℕ :=
  Set.ncard {m : Fin n → ℤ | ‖site A m‖ ≤ R}

/-- The sum of the edge lengths of the unit cell. -/
def cellSpan (A : Matrix (Fin n) (Fin n) ℝ) : ℝ :=
  ∑ j, ‖(WithLp.toLp 2 (fun i => A i j) : Space n)‖

/-- The region filled by open balls of radius `r` centred on all lattice sites. -/
def packing (A : Matrix (Fin n) (Fin n) ℝ) (r : ℝ) : Set (Space n) :=
  ⋃ m : Fin n → ℤ, ball (site A m) r

/-- A ball about the origin contains only finitely many sites of a non-degenerate lattice. -/
theorem finite_sites (hA : A.det ≠ 0) (R : ℝ) :
    {m : Fin n → ℤ | ‖site A m‖ ≤ R}.Finite := by
  refine (Set.finite_Icc (fun i : Fin n => -⌈(∑ j, |A⁻¹ i j|) * R⌉)
    (fun i => ⌈(∑ j, |A⁻¹ i j|) * R⌉)).subset ?_
  intro m hm
  have inv : A⁻¹ *ᵥ (A *ᵥ (fun i => (m i : ℝ))) = fun i => (m i : ℝ) := by
    rw [Matrix.mulVec_mulVec, Matrix.nonsing_inv_mul _ (isUnit_iff_ne_zero.mpr hA),
      Matrix.one_mulVec]
  -- the integer labels are recovered from the position by the inverse matrix
  have hb : ∀ i, |(m i : ℝ)| ≤ (∑ j, |A⁻¹ i j|) * R := fun i => by
    calc |(m i : ℝ)| = |∑ j, A⁻¹ i j * (A *ᵥ (fun i => (m i : ℝ))) j| :=
          congrArg abs (congrFun inv i).symm
      _ ≤ ∑ j, |A⁻¹ i j * (A *ᵥ (fun i => (m i : ℝ))) j| := Finset.abs_sum_le_sum_abs _ _
      _ ≤ ∑ j, |A⁻¹ i j| * R := Finset.sum_le_sum fun j _ => by
          rw [abs_mul]
          exact mul_le_mul_of_nonneg_left
            ((PiLp.norm_apply_le (site A m) j).trans hm) (abs_nonneg _)
      _ = (∑ j, |A⁻¹ i j|) * R := (Finset.sum_mul _ _ _).symm
  have lo : ∀ i, -⌈(∑ j, |A⁻¹ i j|) * R⌉ ≤ m i := fun i => by
    have h : -(⌈(∑ j, |A⁻¹ i j|) * R⌉ : ℝ) ≤ m i := by
      linarith [(abs_le.mp (hb i)).1, Int.le_ceil ((∑ j, |A⁻¹ i j|) * R)]
    exact_mod_cast h
  have hi : ∀ i, m i ≤ ⌈(∑ j, |A⁻¹ i j|) * R⌉ := fun i => by
    have h : (m i : ℝ) ≤ (⌈(∑ j, |A⁻¹ i j|) * R⌉ : ℝ) :=
      (abs_le.mp (hb i)).2.trans (Int.le_ceil _)
    exact_mod_cast h
  exact ⟨lo, hi⟩

/-- A displacement with fractional coordinates of modulus at most one is no longer than the
sum of the cell's edge lengths. -/
theorem norm_position_le {x : Fin n → ℝ} (hx : ∀ j, |x j| ≤ 1) :
    ‖position A x‖ ≤ cellSpan A := by
  have h : position A x = ∑ j, x j • (WithLp.toLp 2 (fun i => A i j) : Space n) := by
    ext i
    simp [position, Matrix.mulVec, dotProduct, mul_comm]
  rw [h]
  refine (norm_sum_le _ _).trans (Finset.sum_le_sum fun j _ => ?_)
  rw [norm_smul]
  exact mul_le_of_le_one_left (norm_nonneg _) (hx j)

/-- In fractional coordinates, the volume of a ball about the origin is its ordinary volume divided
by the cell volume `|det A|`. -/
theorem volume_fractional_ball (hA : A.det ≠ 0) (R : ℝ) :
    volume {x : Fin n → ℝ | ‖position A x‖ ≤ R} =
      ENNReal.ofReal |A.det|⁻¹ * volume (closedBall (0 : Space n) R) := by
  have h1 : {x : Fin n → ℝ | ‖position A x‖ ≤ R} = (Matrix.toLin' A) ⁻¹'
      ((WithLp.toLp 2 : (Fin n → ℝ) → Space n) ⁻¹' closedBall (0 : Space n) R) := by
    ext x
    simp [position]
  have h2 : volume ((WithLp.toLp 2 : (Fin n → ℝ) → Space n) ⁻¹' closedBall (0 : Space n) R)
      = volume (closedBall (0 : Space n) R) :=
    (PiLp.volume_preserving_toLp (Fin n)).measure_preimage
      measurableSet_closedBall.nullMeasurableSet
  rw [h1, Measure.addHaar_preimage_linearMap _ (by rwa [LinearMap.det_toLin']), h2,
    LinearMap.det_toLin', abs_inv]

/-- The number of sites in the ball of radius `R` about the origin lies between the volumes, in
units of the cell volume, of the balls with radius decreased and increased by the sum of the edge
lengths. -/
theorem siteCount_bounds (hA : A.det ≠ 0) (R : ℝ) :
    |A.det|⁻¹ * volume.real (closedBall (0 : Space n) (R - cellSpan A)) ≤ siteCount A R ∧
    siteCount A R ≤ |A.det|⁻¹ * volume.real (closedBall (0 : Space n) (R + cellSpan A)) := by
  have hF := finite_sites hA R
  let cube : (Fin n → ℤ) → Set (Fin n → ℝ) :=
    fun m => Set.univ.pi fun i => Set.Ico (m i : ℝ) (m i + 1)
  have hfloor : ∀ m x, x ∈ cube m ↔ ∀ i, ⌊x i⌋ = m i := by
    intro m x
    simp [cube, Int.floor_eq_iff]
  have hnear : ∀ m x, x ∈ cube m → ‖position A x - site A m‖ ≤ cellSpan A := by
    intro m x hx
    have e : position A x - site A m = position A (x - fun i => (m i : ℝ)) := by
      simp [site, position, Matrix.mulVec_sub]
    rw [e]
    refine norm_position_le fun i => ?_
    obtain ⟨h1, h2⟩ : (m i : ℝ) ≤ x i ∧ x i < m i + 1 := hx i (Set.mem_univ i)
    show |x i - (m i : ℝ)| ≤ 1
    rw [abs_le]
    constructor <;> linarith
  -- disjoint unit cubes: their total volume is the number of sites
  have hvol : volume (⋃ m ∈ hF.toFinset, cube m) = (siteCount A R : ENNReal) := by
    rw [siteCount, Set.ncard_eq_toFinset_card _ hF, measure_biUnion_finset]
    · simp [cube, Real.volume_pi_Ico]
    · intro m _ m' _ hne
      show Disjoint (cube m) (cube m')
      exact Set.disjoint_left.mpr fun x h h' => hne (funext fun i =>
        ((hfloor m x).1 h i).symm.trans ((hfloor m' x).1 h' i))
    · intro m _
      exact MeasurableSet.univ_pi fun i => measurableSet_Ico
  have hd : 0 ≤ |A.det|⁻¹ := inv_nonneg.mpr (abs_nonneg _)
  constructor
  · have hsub : {x | ‖position A x‖ ≤ R - cellSpan A} ⊆ ⋃ m ∈ hF.toFinset, cube m := by
      intro x hx
      have hx' : ‖position A x‖ ≤ R - cellSpan A := hx
      have hc : x ∈ cube (fun i => ⌊x i⌋) := (hfloor _ _).2 fun _ => rfl
      have h1 := norm_sub_norm_le (site A fun i => ⌊x i⌋) (position A x)
      rw [norm_sub_rev] at h1
      have h2 : ‖site A fun i => ⌊x i⌋‖ ≤ R := by linarith [hnear _ _ hc]
      exact Set.mem_iUnion₂.2 ⟨_, hF.mem_toFinset.2 h2, hc⟩
    have h := measure_mono (μ := volume) hsub
    rw [volume_fractional_ball hA, hvol] at h
    have h2 := ENNReal.toReal_mono (ENNReal.natCast_ne_top _) h
    rw [ENNReal.toReal_mul, ENNReal.toReal_ofReal hd, ENNReal.toReal_natCast] at h2
    exact h2
  · have hsub : (⋃ m ∈ hF.toFinset, cube m) ⊆ {x | ‖position A x‖ ≤ R + cellSpan A} := by
      intro x hx
      obtain ⟨m, hm, hc⟩ := Set.mem_iUnion₂.1 hx
      have hm' : ‖site A m‖ ≤ R := hF.mem_toFinset.1 hm
      show ‖position A x‖ ≤ R + cellSpan A
      linarith [hnear _ _ hc, norm_sub_norm_le (position A x) (site A m)]
    have h := measure_mono (μ := volume) hsub
    rw [volume_fractional_ball hA, hvol] at h
    have h2 := ENNReal.toReal_mono
      (ENNReal.mul_ne_top ENNReal.ofReal_ne_top measure_closedBall_lt_top.ne) h
    rw [ENNReal.toReal_mul, ENNReal.toReal_ofReal hd, ENNReal.toReal_natCast] at h2
    exact h2

/-- Changing the radius of a large ball by a fixed amount does not change its volume to
leading order. -/
theorem ball_volume_ratio (n : ℕ) (c : ℝ) :
    Tendsto (fun R : ℝ => volume.real (closedBall (0 : Space n) (R + c)) /
      volume.real (closedBall (0 : Space n) R)) atTop (𝓝 1) := by
  have hV : 0 < volume.real (ball (0 : Space n) 1) :=
    ENNReal.toReal_pos (measure_ball_pos _ _ one_pos).ne' measure_ball_lt_top.ne
  have e : ∀ r : ℝ, 0 ≤ r → volume.real (closedBall (0 : Space n) r) =
      r ^ n * volume.real (ball (0 : Space n) 1) := fun r hr => by
    rw [Measure.addHaar_real_closedBall _ _ hr, finrank_euclideanSpace_fin]
  have h0 : Tendsto (fun R : ℝ => c / R) atTop (𝓝 0) := tendsto_const_nhds.div_atTop tendsto_id
  have h : Tendsto (fun R : ℝ => (1 + c / R) ^ n) atTop (𝓝 1) := by
    simpa using (h0.const_add 1).pow n
  refine h.congr' ?_
  filter_upwards [eventually_gt_atTop 0, eventually_gt_atTop (-c)] with R h1 h2
  rw [e _ (by linarith), e _ h1.le, mul_div_mul_right _ _ hV.ne', ← div_pow, add_div,
    div_self h1.ne']

/-- The sites within radius `R + c`, counted per volume of the ball of radius `R`, tend to one
per cell volume for every fixed `c`. -/
theorem site_density_shift (hA : A.det ≠ 0) (c : ℝ) :
    Tendsto (fun R : ℝ => (siteCount A (R + c) : ℝ) / volume.real (closedBall (0 : Space n) R))
      atTop (𝓝 |A.det|⁻¹) := by
  have lo := (ball_volume_ratio n (c - cellSpan A)).const_mul |A.det|⁻¹
  have hi := (ball_volume_ratio n (c + cellSpan A)).const_mul |A.det|⁻¹
  rw [mul_one] at lo hi
  refine tendsto_of_tendsto_of_tendsto_of_le_of_le lo hi (fun R => ?_) (fun R => ?_)
  · have h := (siteCount_bounds hA (R + c)).1
    rw [add_sub_assoc] at h
    simp only [← mul_div_assoc]
    exact div_le_div_of_nonneg_right h measureReal_nonneg
  · have h := (siteCount_bounds hA (R + c)).2
    rw [add_assoc R c (cellSpan A)] at h
    simp only [← mul_div_assoc]
    exact div_le_div_of_nonneg_right h measureReal_nonneg

/-- The number of lattice sites in a ball about the origin, divided by its volume, tends to one over
the cell volume as the radius grows. -/
theorem site_density (hA : A.det ≠ 0) :
    Tendsto (fun R : ℝ => (siteCount A R : ℝ) / volume.real (closedBall (0 : Space n) R))
      atTop (𝓝 (1 / |A.det|)) := by
  simpa using site_density_shift hA 0

/-- For non-overlapping equal spheres on the lattice sites, the fraction of a large ball about the
origin that they fill tends to the volume of one sphere divided by the cell volume. -/
theorem packing_fraction (hA : A.det ≠ 0) {r : ℝ}
    (hsep : ∀ m m' : Fin n → ℤ, m ≠ m' → 2 * r ≤ ‖site A m - site A m'‖) :
    Tendsto (fun R : ℝ => volume.real (packing A r ∩ closedBall 0 R) /
      volume.real (closedBall (0 : Space n) R))
      atTop (𝓝 (volume.real (ball (0 : Space n) r) / |A.det|)) := by
  -- the spheres centred within radius `S` have a total volume proportional to their number
  have hU : ∀ S : ℝ, volume (⋃ m ∈ (finite_sites hA S).toFinset, ball (site A m) r) =
      siteCount A S * volume (ball (0 : Space n) r) := fun S => by
    rw [siteCount, Set.ncard_eq_toFinset_card _ (finite_sites hA S), measure_biUnion_finset]
    · simp only [Measure.addHaar_ball_center, Finset.sum_const, nsmul_eq_mul]
    · intro m _ m' _ hne
      show Disjoint (ball (site A m) r) (ball (site A m') r)
      refine ball_disjoint_ball ?_
      rw [dist_eq_norm]
      linarith [hsep m m' hne]
    · exact fun m _ => measurableSet_ball
  have lo := (site_density_shift hA (-r)).const_mul (volume.real (ball (0 : Space n) r))
  have hi := (site_density_shift hA r).const_mul (volume.real (ball (0 : Space n) r))
  rw [← div_eq_mul_inv] at lo hi
  refine tendsto_of_tendsto_of_tendsto_of_le_of_le lo hi (fun R => ?_) (fun R => ?_)
  · have hsub : (⋃ m ∈ (finite_sites hA (R + -r)).toFinset, ball (site A m) r) ⊆
        packing A r ∩ closedBall 0 R := by
      intro x hx
      obtain ⟨m, hm, hc⟩ := Set.mem_iUnion₂.1 hx
      have hm' : ‖site A m‖ ≤ R + -r := (finite_sites hA (R + -r)).mem_toFinset.1 hm
      refine ⟨Set.mem_iUnion.2 ⟨m, hc⟩, ?_⟩
      rw [mem_ball, dist_eq_norm] at hc
      rw [mem_closedBall, dist_zero_right]
      linarith [norm_sub_norm_le x (site A m)]
    have h := ENNReal.toReal_mono (ne_top_of_le_ne_top
      (measure_closedBall_lt_top (μ := volume) (x := (0 : Space n)) (r := R)).ne
      (measure_mono Set.inter_subset_right)) (measure_mono (μ := volume) hsub)
    rw [hU, ENNReal.toReal_mul, ENNReal.toReal_natCast, mul_comm] at h
    simp only [← mul_div_assoc]
    exact div_le_div_of_nonneg_right h measureReal_nonneg
  · have hsub : packing A r ∩ closedBall 0 R ⊆
        ⋃ m ∈ (finite_sites hA (R + r)).toFinset, ball (site A m) r := by
      rintro x ⟨hx, hR⟩
      obtain ⟨m, hc⟩ := Set.mem_iUnion.1 hx
      have hc' := hc
      rw [mem_ball, dist_eq_norm, norm_sub_rev] at hc'
      rw [mem_closedBall, dist_zero_right] at hR
      have hm : ‖site A m‖ ≤ R + r := by linarith [norm_sub_norm_le (site A m) x]
      exact Set.mem_iUnion₂.2 ⟨m, (finite_sites hA (R + r)).mem_toFinset.2 hm, hc⟩
    have h := ENNReal.toReal_mono (by
      rw [hU]
      exact ENNReal.mul_ne_top (ENNReal.natCast_ne_top _) measure_ball_lt_top.ne)
      (measure_mono (μ := volume) hsub)
    rw [hU, ENNReal.toReal_mul, ENNReal.toReal_natCast, mul_comm] at h
    simp only [← mul_div_assoc]
    exact div_le_div_of_nonneg_right h measureReal_nonneg

/-- The simple hypercubic lattice with unit edge is non-degenerate, and spheres of radius `1/2`
on its sites satisfy the non-overlap condition. -/
theorem packing_fraction_witness (n : ℕ) :
    (1 : Matrix (Fin n) (Fin n) ℝ).det ≠ 0 ∧ ∀ m m' : Fin n → ℤ, m ≠ m' →
      2 * (1 / 2 : ℝ) ≤ ‖site (1 : Matrix (Fin n) (Fin n) ℝ) m - site 1 m'‖ := by
  refine ⟨by simp, fun m m' hne => ?_⟩
  obtain ⟨i, hi⟩ := Function.ne_iff.mp hne
  -- distinct integer vectors differ by at least one in some coordinate
  have h1 : (1 : ℝ) ≤ |(m i : ℝ) - m' i| := by
    exact_mod_cast Int.one_le_abs (sub_ne_zero.mpr hi)
  have h2 := PiLp.norm_apply_le (site (1 : Matrix (Fin n) (Fin n) ℝ) m - site 1 m') i
  have h3 : (site (1 : Matrix (Fin n) (Fin n) ℝ) m - site 1 m') i = (m i : ℝ) - m' i := by
    simp [site, position]
  rw [h3, Real.norm_eq_abs] at h2
  linarith

end

end LatticePackingDensity
```

```lean
#print axioms LatticePackingDensity.site_density
-- 'LatticePackingDensity.site_density' depends on axioms: [propext, Classical.choice, Quot.sound]
#print axioms LatticePackingDensity.packing_fraction
-- 'LatticePackingDensity.packing_fraction' depends on axioms: [propext, Classical.choice, Quot.sound]
```

## How the Lean proof follows the volume argument

`finite_sites` recovers $m$ through the inverse matrix and encloses the labels in an integer box. This matters because `Set.ncard` would return zero for an infinite set. `norm_position_le` expands $Ax$ in the columns of $A$ and applies the triangle inequality. `volume_fractional_ball` supplies the determinant factor from Mathlib's formula for the preimage of a set under a linear map.

In `siteCount_bounds`, `hfloor` identifies each cube by the floors of its points, `hnear` is the distance bound $D$, and `hvol` equates the volume of $U_R$ with the count. The two `hsub` statements are the inclusions around $U_R$, which `measure_mono` turns into inequalities between volumes.

`ball_volume_ratio` proves the limit of $(1+c/R)^n$ and transfers it to the volume ratio, which agrees with it once $R$ exceeds both $0$ and $-c$. `site_density_shift` performs the squeeze with shifts $c-D$ and $c+D$, and `site_density` sets $c=0$.

In `packing_fraction`, `hU` uses `hsep` to add the volumes of disjoint balls. The inclusions for radii $R-r$ and $R+r$ then feed a second squeeze. The witness rests on the fact that distinct integer vectors differ by at least one in some coordinate, and the norm is at least as large as that difference.
